# Truncating the image sum of dipoles normal to a square superlattice after N square shells leaves an error of order 1/N

An infinite sum over periodic images can mean a limit of growing squares or a sum that is independent of the order of its terms. The second meaning is used here: Lean's `∑'` runs over a set of lattice sites with no prescribed order, and the squares serve only to truncate it.

The model is a monolayer defect with a fixed point dipole of strength d normal to the layer, repeated on a square superlattice of constant a > 0. The dipoles are unscreened and do not polarise one another. When the interaction energy of a defect with its in-plane images is estimated in this model by direct summation, the result bounds what is lost by keeping only the first N ≥ 1 square shells.

## Dipoles, sites and square shells

```lean
import Mathlib

open Filter Topology

namespace MonolayerDipoleImages

noncomputable section
```

In Gaussian units, dipoles p and q at separation r ≠ 0 have the interaction energy

p·q/|r|³ − 3 (p·r)(q·r)/|r|⁵.

This three-dimensional formula is the physical input.

```lean
/-- Interaction energy (Gaussian units) of point dipoles `p` and `q` separated by `r ≠ 0`. -/
def dipoleInteraction (p q r : Fin 3 → ℝ) : ℝ :=
  dotProduct p q / √(dotProduct r r) ^ 3
    - 3 * dotProduct p r * dotProduct q r / √(dotProduct r r) ^ 5
```

Both dipoles are (0, 0, d). The image labelled by v = (v₁, v₂) ∈ ℤ² sits at (a v₁, a v₂, 0).

```lean
/-- A dipole of strength `d` perpendicular to the monolayer. -/
def normalDipole (d : ℝ) : Fin 3 → ℝ := ![0, 0, d]

/-- Position of the periodic image `v` in a square superlattice of constant `a`. -/
def site (a : ℝ) (v : ℤ × ℤ) : Fin 3 → ℝ := ![a * v.1, a * v.2, 0]
```

Write U(v) for the energy of the defect at the origin with image v, which is `imageEnergy a d v`. Summed over images, it gives the interaction of one defect with all the others; the energy per cell of the periodic array would be half of that.

```lean
/-- Energy of the defect at the origin with its image at `v ≠ 0`, for `a ≠ 0`. -/
def imageEnergy (a d : ℝ) (v : ℤ × ℤ) : ℝ :=
  dipoleInteraction (normalDipole d) (normalDipole d) (site a v)
```

Write |v| = √(v₁² + v₂²) for `len v`, a length in units of a, and k(v) = max(|v₁|, |v₂|) for `shellIndex v`. Square shell k consists of the points with k(v) = k, and Mathlib calls it `Finset.box k`.

```lean
/-- Euclidean length of a point of the unit square lattice. -/
def len (v : ℤ × ℤ) : ℝ := √((v.1 : ℝ) ^ 2 + (v.2 : ℝ) ^ 2)

/-- Number of the square shell on which `v` lies: its larger absolute coordinate. -/
def shellIndex (v : ℤ × ℤ) : ℕ := max v.1.natAbs v.2.natAbs
```

The set `outer N` contains every point with k(v) > N, so `outer 0` is the lattice without the origin. The finite set `shells N m` is the union of the m shells numbered N+1+i with 0 ≤ i < m.

```lean
/-- All lattice points beyond the `N`-th square shell. -/
def outer (N : ℕ) : Set (ℤ × ℤ) := {v | N < shellIndex v}

/-- The lattice points on the `m` square shells that follow the `N`-th. -/
def shells (N m : ℕ) : Finset (ℤ × ℤ) :=
  (Finset.range m).biUnion fun i => (Finset.box (N + 1 + i) : Finset (ℤ × ℤ))
```

## (a) Distances on a square shell

**Task.** Bound the length of a lattice point by its shell number:

k(v) ≤ |v| ≤ √2 k(v).

**Solution.** The larger coordinate contributes k(v)² to |v|², and the other contributes between 0 and k(v)². Hence

k(v)² ≤ v₁² + v₂² ≤ 2 k(v)²,

and taking square roots gives the claim. In Lean the squared inequality is `key`, proved by distinguishing which coordinate is larger.

```lean
/-- A point on square shell `k` has length between `k` and `√2 k`. -/
theorem len_bounds (v : ℤ × ℤ) :
    (shellIndex v : ℝ) ≤ len v ∧ len v ≤ √2 * shellIndex v := by
  have hr : (shellIndex v : ℝ) = max |(v.1 : ℝ)| |(v.2 : ℝ)| := by
    simp [shellIndex, Nat.cast_max, Nat.cast_natAbs]
  have key : (shellIndex v : ℝ) ^ 2 ≤ (v.1 : ℝ) ^ 2 + (v.2 : ℝ) ^ 2 ∧
      (v.1 : ℝ) ^ 2 + (v.2 : ℝ) ^ 2 ≤ 2 * (shellIndex v : ℝ) ^ 2 := by
    rw [hr]
    have hx := sq_abs (v.1 : ℝ)
    have hy := sq_abs (v.2 : ℝ)
    rcases le_total |(v.1 : ℝ)| |(v.2 : ℝ)| with h | h
    · have := pow_le_pow_left₀ (abs_nonneg _) h 2
      rw [max_eq_right h]
      constructor <;> nlinarith [sq_nonneg (v.1 : ℝ)]
    · have := pow_le_pow_left₀ (abs_nonneg _) h 2
      rw [max_eq_left h]
      constructor <;> nlinarith [sq_nonneg (v.2 : ℝ)]
  refine ⟨Real.le_sqrt_of_sq_le key.1, Real.sqrt_le_iff.2 ⟨by positivity, ?_⟩⟩
  rw [mul_pow, Real.sq_sqrt (by norm_num)]
  exact key.2
```

## (b) The interaction of two dipoles normal to the layer

**Task.** For a > 0 and v ≠ 0, derive the distance law

U(v) · (a|v|)³ = d².

**Solution.** The separation r = (a v₁, a v₂, 0) lies in the plane and the dipoles are normal to it, so p·r = q·r = 0 and the angular term vanishes. Also p·q = d² and |r| = a|v|. Therefore

U(v) = d²/(a|v|)³,

and multiplying by (a|v|)³ gives the claim. The steps `hp`, `hd` and `hrr` compute these three ingredients, and part (a) supplies |v| > 0.

```lean
/-- The interaction energy of two equal dipoles normal to their common plane follows an inverse-cube
law: energy times distance cubed is `d ^ 2` for every image `v ≠ 0` and `a > 0`. -/
theorem imageEnergy_mul_cube {a : ℝ} (ha : 0 < a) (d : ℝ) {v : ℤ × ℤ} (hv : v ≠ 0) :
    imageEnergy a d v * (a * len v) ^ 3 = d ^ 2 := by
  have hs : 0 < shellIndex v := by
    by_contra h
    simp only [shellIndex] at h
    exact hv (Prod.ext (by change v.1 = 0; omega) (by change v.2 = 0; omega))
  have hl : 0 < len v := lt_of_lt_of_le (Nat.cast_pos.2 hs) (len_bounds v).1
  have hrr : √(dotProduct (site a v) (site a v)) = a * len v := by
    have h : dotProduct (site a v) (site a v)
        = a ^ 2 * ((v.1 : ℝ) ^ 2 + (v.2 : ℝ) ^ 2) := by
      simp only [dotProduct, Fin.sum_univ_three, site, Matrix.cons_val]
      ring
    rw [h, Real.sqrt_mul (sq_nonneg a), Real.sqrt_sq ha.le, len]
  -- the dipoles are orthogonal to the separation, so the angular term drops out
  have hp : dotProduct (normalDipole d) (site a v) = 0 := by
    simp [dotProduct, Fin.sum_univ_three, site, normalDipole]
  have hd : dotProduct (normalDipole d) (normalDipole d) = d ^ 2 := by
    simp [dotProduct, Fin.sum_univ_three, normalDipole, sq]
  rw [imageEnergy, dipoleInteraction, hrr, hp, hd]
  simp only [mul_zero, zero_div, sub_zero]
  field_simp
```

## (c) The inverse-cube sum over one shell

**Task.** For k ≥ 1, show that

2√2/k² ≤ ∑_{k(v)=k} 1/|v|³ ≤ 8/k².

**Solution.** Shell k is a square of (2k+1)² points without its inner square of (2k−1)² points, so it has 8k points. By part (a), each term satisfies

√2/(4k³) = 1/(√2 k)³ ≤ 1/|v|³ ≤ 1/k³.

Multiplying by 8k gives both bounds. Lean takes the count from `Int.card_box` and compares the sum with the number of points times the smallest or largest allowed term.

```lean
/-- The inverse cubes on square shell `k ≥ 1` add up to between `2√2/k²` and `8/k²`. -/
theorem shell_sum_bounds {k : ℕ} (hk : 1 ≤ k) :
    2 * √2 / (k : ℝ) ^ 2 ≤ ∑ v ∈ (Finset.box k : Finset (ℤ × ℤ)), 1 / len v ^ 3 ∧
      ∑ v ∈ (Finset.box k : Finset (ℤ × ℤ)), 1 / len v ^ 3 ≤ 8 / (k : ℝ) ^ 2 := by
  have hk0 : (0 : ℝ) < k := Nat.cast_pos.2 hk
  have hcard := Int.card_box (n := k) (by omega)
  have hb : ∀ v ∈ (Finset.box k : Finset (ℤ × ℤ)),
      (k : ℝ) ≤ len v ∧ len v ≤ √2 * k := by
    intro v hv
    have h : shellIndex v = k := Int.mem_box.1 hv
    simpa only [h] using len_bounds v
  constructor
  · have h := Finset.card_nsmul_le_sum (Finset.box k : Finset (ℤ × ℤ))
      (fun v => 1 / len v ^ 3) (√2 / (4 * (k : ℝ) ^ 3)) (by
        intro v hv
        have hl : 0 < len v := hk0.trans_le (hb v hv).1
        have h2 : √2 ^ 2 = (2 : ℝ) := Real.sq_sqrt (by norm_num)
        rw [div_le_div_iff₀ (by positivity) (by positivity), one_mul]
        calc √2 * len v ^ 3 ≤ √2 * (√2 * k) ^ 3 :=
              mul_le_mul_of_nonneg_left (pow_le_pow_left₀ hl.le (hb v hv).2 3)
                (Real.sqrt_nonneg 2)
          _ = 4 * (k : ℝ) ^ 3 := by
              linear_combination (√2 ^ 2 + 2) * (k : ℝ) ^ 3 * h2)
    rw [hcard, nsmul_eq_mul] at h
    refine le_trans (le_of_eq ?_) h
    push_cast
    field_simp
    ring
  · have h := Finset.sum_le_card_nsmul (Finset.box k : Finset (ℤ × ℤ))
      (fun v => 1 / len v ^ 3) (1 / (k : ℝ) ^ 3) (fun v hv =>
        one_div_le_one_div_of_le (by positivity)
          (pow_le_pow_left₀ hk0.le (hb v hv).1 3))
    rw [hcard, nsmul_eq_mul] at h
    refine h.trans (le_of_eq ?_)
    push_cast
    field_simp
```

## (d) Membership in a block of shells

**Task.** Show that v belongs to `shells N m` exactly when

N < k(v) ≤ N + m.

**Solution.** Membership means k(v) = N+1+i for some i with 0 ≤ i < m, which gives the two inequalities. Conversely, if they hold, i = k(v) − N − 1 is such an index. The tactic `omega` does this integer arithmetic.

```lean
lemma mem_shells {N m : ℕ} {v : ℤ × ℤ} :
    v ∈ shells N m ↔ N < shellIndex v ∧ shellIndex v ≤ N + m := by
  simp only [shells, shellIndex, Finset.mem_biUnion, Finset.mem_range, Int.mem_box]
  constructor
  · rintro ⟨i, hi, h⟩
    omega
  · rintro ⟨h1, h2⟩
    exact ⟨max v.1.natAbs v.2.natAbs - N - 1, by omega, by omega⟩
```

## (e) Inverse squares and differences of reciprocals

**Task.** For x > 0, show that

1/(x+1)² ≤ 1/x − 1/(x+1) ≤ 1/x².

**Solution.** The middle expression equals 1/(x(x+1)), and x² ≤ x(x+1) ≤ (x+1)². Taking reciprocals reverses the order.

```lean
lemma telescope {x : ℝ} (hx : 0 < x) :
    1 / (x + 1) ^ 2 ≤ 1 / x - 1 / (x + 1) ∧ 1 / x - 1 / (x + 1) ≤ 1 / x ^ 2 := by
  have e : 1 / x - 1 / (x + 1) = 1 / (x * (x + 1)) := by
    field_simp
    ring
  rw [e]
  exact ⟨one_div_le_one_div_of_le (by positivity) (by nlinarith),
    one_div_le_one_div_of_le (by positivity) (by nlinarith)⟩
```

## (f) The sum over m consecutive shells

**Task.** Let S(N,m) be the sum of 1/|v|³ over `shells N m`. Show that

2√2 (1/(N+1) − 1/(N+1+m)) ≤ S(N,m),

and, for N ≥ 1, that

S(N,m) ≤ 8 (1/N − 1/(N+m)).

**Solution.** The shells are disjoint, so S(N,m) is the sum of the shell sums from k = N+1 to k = N+m. Part (e) with x = k, and with x = k−1 when N ≥ 1, gives

1/k − 1/(k+1) ≤ 1/k² ≤ 1/(k−1) − 1/k.

Insert this into part (c) and add over k. The intermediate reciprocals cancel and leave the stated differences. Lean adds one shell at a time, by induction on m.

```lean
/-- The inverse-cube sum over the `m` square shells after the `N`-th, bounded below for every `N`
and above for `N ≥ 1` by telescoping differences. -/
theorem shells_sum_bounds (N m : ℕ) :
    2 * √2 * (1 / ((N : ℝ) + 1) - 1 / ((N : ℝ) + 1 + m)) ≤ ∑ v ∈ shells N m, 1 / len v ^ 3 ∧
      (1 ≤ N → ∑ v ∈ shells N m, 1 / len v ^ 3 ≤ 8 * (1 / (N : ℝ) - 1 / ((N : ℝ) + m))) := by
  rw [shells, Finset.sum_biUnion (by
    intro i _ j _ hij
    rw [Function.onFun, Finset.disjoint_left]
    intro v hi hj
    simp only [Int.mem_box] at hi hj
    have := hi.symm.trans hj
    omega)]
  induction m with
  | zero => simp
  | succ m ih =>
    rw [Finset.sum_range_succ]
    have hs := shell_sum_bounds (k := N + 1 + m) (by omega)
    push_cast at hs ⊢
    constructor
    · have t := (telescope (x := (N : ℝ) + 1 + m) (by positivity)).2
      have t' := mul_le_mul_of_nonneg_left t (by positivity : 0 ≤ 2 * √2)
      rw [mul_one_div] at t'
      rw [← add_assoc ((N : ℝ) + 1)]
      linarith [ih.1, hs.1]
    · intro hN
      have hN0 : (0 : ℝ) < N := Nat.cast_pos.2 hN
      have t := (telescope (x := (N : ℝ) + m) (by positivity)).1
      have t' := mul_le_mul_of_nonneg_left t (by norm_num : (0 : ℝ) ≤ 8)
      rw [mul_one_div, show (N : ℝ) + m + 1 = N + 1 + m by ring] at t'
      rw [show (N : ℝ) + (m + 1) = N + 1 + m by ring]
      linarith [ih.2 hN, hs.2]
```

## (g) The tail beyond shell N

**Task.** For N ≥ 1, let T(N) be the sum of 1/|v|³ over all v with k(v) > N. Show that it converges and that

2√2/(N+1) ≤ T(N) ≤ 8/N.

**Solution.** The empty sum is 0, so take any nonempty finite set of outer points and let m be its largest shell number. The set lies in `shells N m`, so by part (f) its sum is at most 8(1/N − 1/(N+m)) ≤ 8/N. The terms are nonnegative and their finite sums share this bound, so the series converges and T(N) ≤ 8/N.

For the lower bound, T(N) ≥ S(N,m) for every m. Letting m → ∞ in part (f) removes the term 1/(N+1+m).

In Lean, `hfin` is the bound on finite sums, `summable_of_sum_le` turns it into convergence, and `le_of_tendsto'` takes the limit. Convergence is stated separately as `Summable`, because Lean gives a divergent `∑'` the value 0.

```lean
/-- For `N ≥ 1` the inverse-cube sum beyond the `N`-th square shell converges and lies
between `2√2/(N+1)` and `8/N`. -/
theorem tail_bounds {N : ℕ} (hN : 1 ≤ N) :
    Summable (fun v : outer N => 1 / len v ^ 3) ∧
      2 * √2 / ((N : ℝ) + 1) ≤ ∑' v : outer N, 1 / len v ^ 3 ∧
      ∑' v : outer N, 1 / len v ^ 3 ≤ 8 / (N : ℝ) := by
  classical
  have hpos : ∀ v : ℤ × ℤ, 0 ≤ 1 / len v ^ 3 := fun v => by
    have : 0 ≤ len v := Real.sqrt_nonneg _
    positivity
  -- any finite set of outer points is covered by finitely many shells
  have hfin : ∀ u : Finset (outer N), ∑ v ∈ u, 1 / len v ^ 3 ≤ 8 / (N : ℝ) := by
    intro u
    let m := u.sup fun v => shellIndex v
    have hsub : u.map (Function.Embedding.subtype _) ⊆ shells N m := by
      intro v hv
      obtain ⟨w, hw, rfl⟩ := Finset.mem_map.1 hv
      have h : shellIndex w ≤ m := Finset.le_sup (f := fun v : outer N => shellIndex v) hw
      exact mem_shells.2 ⟨w.2, h.trans (Nat.le_add_left _ _)⟩
    have h1 := Finset.sum_le_sum_of_subset_of_nonneg (f := fun v => 1 / len v ^ 3) hsub
      (fun v _ _ => hpos v)
    rw [Finset.sum_map] at h1
    have h2 := (shells_sum_bounds N m).2 hN
    have h3 : (0 : ℝ) ≤ 1 / ((N : ℝ) + m) := by positivity
    have h4 : 8 / (N : ℝ) = 8 * (1 / (N : ℝ)) := by ring
    refine le_trans h1 ?_
    linarith
  have hsum : Summable (fun v : outer N => 1 / len v ^ 3) :=
    summable_of_sum_le (fun v => hpos v) hfin
  refine ⟨hsum, ?_, hasSum_le_of_sum_le hsum.hasSum hfin⟩
  -- let the number of included shells grow
  have ht := (tendsto_add_atTop_iff_nat N).2
    (tendsto_one_div_add_atTop_nhds_zero_nat (𝕜 := ℝ))
  have hlim := (ht.const_sub (1 / ((N : ℝ) + 1))).const_mul (2 * √2)
  rw [sub_zero, mul_one_div] at hlim
  refine le_of_tendsto' hlim fun m => ?_
  have h1 := (shells_sum_bounds N m).1
  have h2 := hsum.sum_le_tsum ((shells N m).subtype (· ∈ outer N)) (fun v _ => hpos v)
  have hmem : ∀ v ∈ shells N m, v ∈ outer N := fun v hv => (mem_shells.1 hv).1
  rw [Finset.sum_subtype_of_mem (fun v => 1 / len v ^ 3) hmem] at h2
  rw [show ((m + N : ℕ) : ℝ) + 1 = N + 1 + m by push_cast; ring]
  exact h1.trans h2
```

## (h) Splitting the lattice sum

**Task.** For N ≥ 1, show that the sum over all images converges and that

∑_{v≠0} 1/|v|³ = S(0,N) + T(N).

**Solution.** Every v ≠ 0 has either 1 ≤ k(v) ≤ N or k(v) > N, never both. The first part is finite and the second converges by part (g), so their sums add. Lean proves the set identity as `hset` and the disjointness as `hdis`; `HasSum` says that the series converges to the given value.

```lean
/-- For `N ≥ 1` the inverse-cube sum over all images is the sum over the first `N` square
shells plus the tail beyond them. -/
theorem hasSum_split {N : ℕ} (hN : 1 ≤ N) :
    HasSum (fun v : outer 0 => 1 / len v ^ 3)
      (∑ v ∈ shells 0 N, 1 / len v ^ 3 + ∑' v : outer N, 1 / len v ^ 3) := by
  have hset : outer 0 = (shells 0 N : Set (ℤ × ℤ)) ∪ outer N := by
    ext v
    simp only [Set.mem_union, Finset.mem_coe, mem_shells, outer, Set.mem_ofPred_eq]
    omega
  have hdis : Disjoint (shells 0 N : Set (ℤ × ℤ)) (outer N) := by
    rw [Set.disjoint_left]
    intro v hv hw
    have h1 := (mem_shells.1 (Finset.mem_coe.1 hv)).2
    have h2 : N < shellIndex v := hw
    omega
  rw [hset]
  exact HasSum.add_disjoint (f := fun v : ℤ × ℤ => 1 / len v ^ 3) hdis
    ((shells 0 N).hasSum _) (tail_bounds hN).1.hasSum
```

## (i) The energy missed by truncation

**Task.** Let E be the sum of U(v) over all v ≠ 0, and E_N the sum over the first N shells. For a > 0 and N ≥ 1, show that E converges and that

(d²/a³) · 2√2/(N+1) ≤ E − E_N ≤ (d²/a³) · 8/N.

**Solution.** By part (b), U(v) = (d²/a³)/|v|³ for every image. Part (h) then gives

E − E_N = (d²/a³)(S(0,N) + T(N) − S(0,N)) = (d²/a³) T(N),

and part (g) bounds T(N). In the code, `hW` is the rescaling of a single term, while `hE` and `hF` apply it to the full and the truncated sum.

The error is never negative, since every omitted image has energy U(v) ≥ 0. For d ≠ 0 it is of exact order 1/N, because N+1 ≤ 2N makes the lower bound at least (d²/a³)√2/N. The theorem concerns square superlattices and square truncation; it does not cover tilted dipoles, a net charge or dielectric screening.

```lean
/-- For `a > 0` and `N ≥ 1`, the energy of a perpendicular dipole with all its periodic images
converges, and truncation after `N` square shells misses between `(d²/a³) 2√2/(N+1)` and
`(d²/a³) 8/N`. -/
theorem truncation_error {a : ℝ} (ha : 0 < a) (d : ℝ) {N : ℕ} (hN : 1 ≤ N) :
    Summable (fun v : outer 0 => imageEnergy a d v) ∧
      d ^ 2 / a ^ 3 * (2 * √2 / ((N : ℝ) + 1)) ≤
        ∑' v : outer 0, imageEnergy a d v - ∑ v ∈ shells 0 N, imageEnergy a d v ∧
      ∑' v : outer 0, imageEnergy a d v - ∑ v ∈ shells 0 N, imageEnergy a d v ≤
        d ^ 2 / a ^ 3 * (8 / (N : ℝ)) := by
  have hW : ∀ v ∈ outer 0, imageEnergy a d v = d ^ 2 / a ^ 3 * (1 / len v ^ 3) := by
    intro v hv
    have hs : 0 < shellIndex v := hv
    have hl : 0 < len v := lt_of_lt_of_le (Nat.cast_pos.2 hs) (len_bounds v).1
    have hv0 : v ≠ 0 := by
      intro h
      rw [h] at hs
      simp [shellIndex] at hs
    rw [div_mul_div_comm, mul_one, ← mul_pow, eq_div_iff (by positivity)]
    exact imageEnergy_mul_cube ha d hv0
  have hE : HasSum (fun v : outer 0 => imageEnergy a d v) (d ^ 2 / a ^ 3 *
      (∑ v ∈ shells 0 N, 1 / len v ^ 3 + ∑' v : outer N, 1 / len v ^ 3)) := by
    rw [show (fun v : outer 0 => imageEnergy a d v)
      = fun v : outer 0 => d ^ 2 / a ^ 3 * (1 / len v ^ 3) from funext fun v => hW v v.2]
    exact (hasSum_split hN).mul_left _
  have hF : ∑ v ∈ shells 0 N, imageEnergy a d v
      = d ^ 2 / a ^ 3 * ∑ v ∈ shells 0 N, 1 / len v ^ 3 := by
    rw [Finset.mul_sum]
    exact Finset.sum_congr rfl fun v hv => hW v (mem_shells.1 hv).1
  -- the included shells cancel and only the tail remains
  have hc : 0 ≤ d ^ 2 / a ^ 3 := by positivity
  obtain ⟨_, hlo, hhi⟩ := tail_bounds hN
  rw [hE.tsum_eq, hF, ← mul_sub, add_sub_cancel_left]
  exact ⟨hE.summable, mul_le_mul_of_nonneg_left hlo hc, mul_le_mul_of_nonneg_left hhi hc⟩

end

end MonolayerDipoleImages
```

```lean
#print axioms MonolayerDipoleImages.truncation_error
```

```
'MonolayerDipoleImages.truncation_error' depends on axioms: [propext, Classical.choice, Quot.sound]
```
